# Unequal-time position commutators and spread bounds for the free particle and the oscillator

A formal statement about position $x$ and momentum $p$ has to decide what kind of object these operators are. Here they are linear maps defined on every vector of a complex inner-product space $E$, with no continuity and no completeness assumed, and the relation $[x,p]=i\hbar$ is a hypothesis. The spread bounds assume in addition that $x$ and $p$ are symmetric. The space $E$ stands for a common invariant domain of wave functions, not the full Hilbert space. For $\hbar\neq0$ it is infinite-dimensional unless it is zero, since in finite dimension a commutator has zero trace.

## Definitions

```lean
import Mathlib

open Complex (I)
open Polynomial

namespace UnequalTimePosition

noncomputable section

variable {V : Type*} [AddCommGroup V] [Module ℂ V]
variable {E : Type*} [NormedAddCommGroup E] [InnerProductSpace ℂ E]
```

`V` is a bare complex vector space, used for purely algebraic statements. `E` carries an inner product $\langle\cdot,\cdot\rangle$, conjugate-linear in the first slot as in Dirac notation, and `I` is $i$.

```lean
/-- The commutator `[A, B] = AB - BA`. -/
def comm (A B : Module.End ℂ V) : Module.End ℂ V := A * B - B * A
```

`Module.End ℂ V` is the type of linear maps $V\to V$, with `*` as composition, so `comm A B` is $AB-BA$.

```lean
/-- The real linear combination `a x + b p`. -/
def quad (x p : Module.End ℂ V) (a b : ℝ) : Module.End ℂ V := (a : ℂ) • x + (b : ℂ) • p
```

The quadrature `quad x p a b` is $ax+bp$ with real $a,b$; the symbol `•` is multiplication by a scalar.

```lean
/-- The Hamiltonian `p²/(2m) + m ω² x²/2`; at `ω = 0` it is `p²/(2m)`. -/
def ham (x p : Module.End ℂ V) (m w : ℝ) : Module.End ℂ V :=
  ((1 / (2 * m) : ℝ) : ℂ) • (p * p) + ((m * w ^ 2 / 2 : ℝ) : ℂ) • (x * x)
```

This is $H=p^2/2m+m\omega^2x^2/2$ with mass $m$ and angular frequency $\omega$, written `w`. The free Hamiltonian is `ham x p m 0`.

```lean
/-- Free-particle position at time `t`: `x + (t/m) p`. -/
def xFree (x p : Module.End ℂ V) (m t : ℝ) : Module.End ℂ V := quad x p 1 (t / m)
```

The free position at time $t$ is $x(t)=x+(t/m)\,p$.

```lean
/-- Oscillator position at time `t`: `cos(ωt) x + sin(ωt)/(mω) p`. -/
def xOsc (x p : Module.End ℂ V) (m w t : ℝ) : Module.End ℂ V :=
  quad x p (Real.cos (w * t)) (Real.sin (w * t) / (m * w))
```

The oscillator position is $x(t)=\cos(\omega t)\,x+\frac{\sin\omega t}{m\omega}\,p$. Lean sets division by zero to zero, so at $\omega=0$ this expression gives $x$ and not the free solution, which therefore has its own definition.

```lean
/-- The mean `Re ⟨v, A v⟩` of `A` in the vector `v`. -/
def mean (A : Module.End ℂ E) (v : E) : ℝ := (inner ℂ v (A v)).re
```

The mean is $\langle A\rangle=\operatorname{Re}\langle v,Av\rangle$. For symmetric $A$ and $\|v\|=1$ it is the expectation value.

```lean
/-- The spread `‖(A - ⟨A⟩) v‖` of `A` in the vector `v`. -/
def spread (A : Module.End ℂ E) (v : E) : ℝ := ‖A v - (mean A v : ℂ) • v‖
```

The spread is $\Delta A=\|(A-\langle A\rangle)v\|$. Under the same two conditions $(\Delta A)^2=\langle A^2\rangle-\langle A\rangle^2$.

## Commutators and the equation of motion

```lean
/-- If `[x, p] = iħ` then `[a x + b p, c x + d p] = iħ (ad - bc)`. -/
theorem comm_quad {x p : Module.End ℂ V} {ħ : ℝ} (h : comm x p = (I * ħ) • 1) (a b c d : ℝ) :
    comm (quad x p a b) (quad x p c d) = (I * ħ * ((a * d - b * c : ℝ) : ℂ)) • 1 := by
  have e : comm (quad x p a b) (quad x p c d) = ((a : ℂ) * d - b * c) • comm x p := by
    simp only [comm, quad, add_mul, mul_add, smul_mul_assoc, mul_smul_comm]
    module
  rw [e, h, smul_smul]
  congr 1
  push_cast
  ring
```

The hypothesis `h` reads $[x,p]=i\hbar\,\mathbb 1$ with $\hbar$ any real number, `1` being the identity map. By hand, the terms $[x,x]$ and $[p,p]$ vanish, and
$$[ax+bp,\;cx+dp]=ad\,[x,p]+bc\,[p,x]=(ad-bc)\,[x,p]=i\hbar\,(ad-bc).$$
The step `e` combines the first two equalities, stating $[ax+bp,\;cx+dp]=(ad-bc)\,[x,p]$ directly: `simp only` expands the products and `module` compares coefficients. Then `rw [e, h, smul_smul]` inserts the commutation relation.

```lean
/-- If `[x, p] = iħ` with `ħ ≠ 0` then
`(i/ħ) [α p² + β x², a x + b p] = -2bβ x + 2aα p`. -/
theorem generator_quad {x p : Module.End ℂ V} {ħ : ℝ} (h : comm x p = (I * ħ) • 1)
    (hħ : ħ ≠ 0) (α β a b : ℝ) :
    (I / ħ) • comm ((α : ℂ) • (p * p) + (β : ℂ) • (x * x)) (quad x p a b)
      = quad x p (-2 * b * β) (2 * a * α) := by
  -- Leibniz rule for the commutators of the squares
  have h1 : comm (p * p) x = -(p * comm x p + comm x p * p) := by
    unfold comm
    noncomm_ring
  have h2 : comm (x * x) p = x * comm x p + comm x p * x := by
    unfold comm
    noncomm_ring
  rw [h] at h1 h2
  simp only [mul_smul_comm, smul_mul_assoc, mul_one, one_mul] at h1 h2
  have h3 : comm ((α : ℂ) • (p * p) + (β : ℂ) • (x * x)) (quad x p a b)
      = ((α : ℂ) * a) • comm (p * p) x + ((β : ℂ) * b) • comm (x * x) p := by
    simp only [comm, quad, add_mul, mul_add, smul_mul_assoc, mul_smul_comm, mul_assoc]
    module
  have hc : (ħ : ℂ) ≠ 0 := by exact_mod_cast hħ
  have k : I / ħ * (I * ħ) = -1 := by
    calc I / ħ * (I * ħ) = (I * I) * ((ħ : ℂ) / ħ) := by ring
      _ = -1 := by rw [Complex.I_mul_I, div_self hc, mul_one]
  rw [h3, h1, h2]
  calc _ = (I / ħ * (I * ħ)) • ((-2 * α * a : ℂ) • p + (2 * β * b : ℂ) • x) := by module
    _ = _ := by
      rw [k]
      unfold quad
      push_cast
      module
```

For real $\alpha,\beta$ the theorem evaluates $(i/\hbar)[\alpha p^2+\beta x^2,\;ax+bp]$. The Leibniz rule gives
$$[p^2,x]=-(p[x,p]+[x,p]p)=-2i\hbar\,p,\qquad [x^2,p]=x[x,p]+[x,p]x=2i\hbar\,x,$$
which are `h1` and `h2`. Since $p^2$ commutes with $p$ and $x^2$ with $x$, the commutator is $\alpha a[p^2,x]+\beta b[x^2,p]$, which is `h3`. With $(i/\hbar)(i\hbar)=-1$, the step `k` where $\hbar\ne0$ enters, the result is $-2b\beta\,x+2a\alpha\,p$.

```lean
/-- `x + (t/m) p` equals `x` at `t = 0` and obeys the Heisenberg equation
`dx/dt = (i/ħ)[H, x(t)]` on every vector for `H = p²/(2m)`; mass times this velocity is `p`. -/
theorem heisenberg_free {x p : Module.End ℂ E} {ħ m : ℝ} (h : comm x p = (I * ħ) • 1)
    (hħ : ħ ≠ 0) (hm : m ≠ 0) (t : ℝ) (v : E) :
    xFree x p m 0 = x ∧
    HasDerivAt (fun t => xFree x p m t v)
      (((I / ħ) • comm (ham x p m 0) (xFree x p m t)) v) t ∧
    (m : ℂ) • ((I / ħ) • comm (ham x p m 0) (xFree x p m t)) = p := by
  have e : (I / ħ) • comm (ham x p m 0) (xFree x p m t) = quad x p 0 (1 / m) := by
    unfold ham xFree
    rw [generator_quad h hħ]
    congr 1 <;> ring
  have hm' : (m : ℂ) ≠ 0 := by exact_mod_cast hm
  rw [e]
  refine ⟨by simp [xFree, quad], ?_, by simp [quad, smul_smul, hm']⟩
  exact ((hasDerivAt_const t (1 : ℝ)).ofReal_comp.smul_const (x v)).add
    (((hasDerivAt_id' t).div_const m).ofReal_comp.smul_const (p v))
```

For $\hbar\neq0$ and $m\neq0$ there are three claims: $x(0)=x$; for every vector $v$ the curve $t\mapsto x(t)v$ has derivative $(i/\hbar)[H,x(t)]\,v$ in the norm of $E$, which is what `HasDerivAt` states; and $m\,(i/\hbar)[H,x(t)]=p$. Setting $\alpha=1/2m$, $\beta=0$, $a=1$, $b=t/m$ in `generator_quad` gives $p/m$, the step `e`. The last lines differentiate the coefficients $1$ and $t/m$, which yields the same $p/m$ applied to $v$.

```lean
/-- `cos(ωt) x + sin(ωt)/(mω) p` equals `x` at `t = 0` and obeys the Heisenberg equation
`dx/dt = (i/ħ)[H, x(t)]` on every vector for `H = p²/(2m) + m ω² x²/2`. -/
theorem heisenberg_osc {x p : Module.End ℂ E} {ħ m w : ℝ} (h : comm x p = (I * ħ) • 1)
    (hħ : ħ ≠ 0) (hm : m ≠ 0) (hw : w ≠ 0) (t : ℝ) (v : E) :
    xOsc x p m w 0 = x ∧
    HasDerivAt (fun t => xOsc x p m w t v)
      (((I / ħ) • comm (ham x p m w) (xOsc x p m w t)) v) t := by
  have e : (I / ħ) • comm (ham x p m w) (xOsc x p m w t)
      = quad x p (-Real.sin (w * t) * w) (Real.cos (w * t) * w / (m * w)) := by
    unfold ham xOsc
    rw [generator_quad h hħ]
    congr 1 <;> (field_simp; try ring)
  have hl : HasDerivAt (fun t => w * t) w t := by
    simpa using (hasDerivAt_id t).const_mul w
  rw [e]
  refine ⟨by simp [xOsc, quad], ?_⟩
  exact (hl.cos.ofReal_comp.smul_const (x v)).add
    ((hl.sin.div_const (m * w)).ofReal_comp.smul_const (p v))
```

The oscillator has the first two claims, with $\omega\neq0$ added. Now $\alpha=1/2m$, $\beta=m\omega^2/2$, $a=\cos\omega t$, $b=\sin\omega t/(m\omega)$, so
$$\frac{i}{\hbar}[H,x(t)]=-\omega\sin(\omega t)\,x+\frac{\cos\omega t}{m}\,p ,$$
which equals the derivative of $x(t)$ term by term; `hl` supplies the inner derivative $\omega$ for the chain rule.

Both theorems verify that a given formula solves the Heisenberg equation with the right initial value; they do not assert uniqueness of the solution. One could instead define $x(t)=U(t)^\dagger xU(t)$ with $U(t)=e^{-iHt/\hbar}$. The formulas would then be derived rather than written down, at the price of a self-adjoint $H$ on a complete space, a functional calculus for the exponential, and control of the domains of $x$ and $p$.

## Spread bounds

```lean
/-- Robertson inequality: for symmetric `A`, `B` and any vector `v`,
`|⟨v, [A, B] v⟩| ≤ 2 ΔA ΔB`. -/
theorem robertson {A B : Module.End ℂ E} (hA : LinearMap.IsSymmetric A)
    (hB : LinearMap.IsSymmetric B) (v : E) :
    ‖inner ℂ v (comm A B v)‖ ≤ 2 * (spread A v * spread B v) := by
  unfold spread
  generalize mean A v = a
  generalize mean B v = b
  -- real shifts drop out of the antisymmetrised overlap
  have key : inner ℂ v (comm A B v)
      = inner ℂ (A v - (a : ℂ) • v) (B v - (b : ℂ) • v)
        - inner ℂ (B v - (b : ℂ) • v) (A v - (a : ℂ) • v) := by
    simp only [comm, LinearMap.sub_apply, Module.End.mul_apply, inner_sub_left,
      inner_sub_right, inner_smul_left, inner_smul_right, Complex.conj_ofReal]
    rw [← hA v (B v), ← hB v (A v), hA v v, hB v v]
    ring
  rw [key]
  -- Cauchy-Schwarz on both overlaps
  have c1 := norm_inner_le_norm (𝕜 := ℂ) (A v - (a : ℂ) • v) (B v - (b : ℂ) • v)
  have c2 := norm_inner_le_norm (𝕜 := ℂ) (B v - (b : ℂ) • v) (A v - (a : ℂ) • v)
  refine (norm_sub_le _ _).trans ?_
  linarith
```

`LinearMap.IsSymmetric A` means $\langle Au,u'\rangle=\langle u,Au'\rangle$ for all $u,u'\in E$. The claim is $|\langle v,[A,B]v\rangle|\le2\,\Delta A\,\Delta B$. Put $f=(A-a)v$ and $g=(B-b)v$ with real $a,b$. Then
$$\langle f,g\rangle-\langle g,f\rangle=\langle Av,Bv\rangle-\langle Bv,Av\rangle+b\,(\langle v,Av\rangle-\langle Av,v\rangle)+a\,(\langle Bv,v\rangle-\langle v,Bv\rangle),$$
the two $ab\langle v,v\rangle$ terms having cancelled. Symmetry removes both brackets and turns the rest into $\langle v,ABv\rangle-\langle v,BAv\rangle$; this is `key`. Cauchy–Schwarz (`c1`, `c2`) bounds each overlap by $\|f\|\|g\|$, and the triangle inequality `norm_sub_le` adds them. The `generalize` lines replace the means by arbitrary reals, so no normalisation of $v$ is used.

Without `hA` the inequality fails. On $\mathbb C^2$ take $A=\begin{pmatrix}0&1\\0&0\end{pmatrix}$, the symmetric $B=\begin{pmatrix}0&1\\1&0\end{pmatrix}$ and $v=(1,0)^T$. Then $Av=0$, so $\Delta A=0$, while $[A,B]=\operatorname{diag}(1,-1)$ gives $\langle v,[A,B]v\rangle=1$.

```lean
/-- For symmetric `x`, `p` with `[x, p] = iħ` and a unit vector, twice the product of the
spreads of `a x + b p` and `c x + d p` is at least `|ħ| |ad - bc|`. -/
theorem spread_quad {x p : Module.End ℂ E} {ħ : ℝ} (hx : LinearMap.IsSymmetric x)
    (hp : LinearMap.IsSymmetric p) (h : comm x p = (I * ħ) • 1) {v : E} (hv : ‖v‖ = 1)
    (a b c d : ℝ) :
    |ħ| * |a * d - b * c| ≤ 2 * (spread (quad x p a b) v * spread (quad x p c d) v) := by
  have hs : ∀ a b : ℝ, LinearMap.IsSymmetric (quad x p a b) := by
    intro a b u u'
    simp only [quad, LinearMap.add_apply, LinearMap.smul_apply, inner_add_left,
      inner_add_right, inner_smul_left, inner_smul_right, Complex.conj_ofReal,
      hx u u', hp u u']
  have hvv : inner ℂ v v = (1 : ℂ) := by
    rw [inner_self_eq_norm_sq_to_K, hv]
    simp
  have r := robertson (hs a b) (hs c d) v
  rw [comm_quad h, LinearMap.smul_apply, Module.End.one_apply, inner_smul_right, hvv] at r
  simpa only [mul_one, norm_mul, Complex.norm_I, Complex.norm_real, one_mul,
    Real.norm_eq_abs] using r
```

For symmetric $x,p$ and $\|v\|=1$,
$$|\hbar|\,|ad-bc|\le2\,\Delta(ax+bp)\,\Delta(cx+dp).$$
Real coefficients pass through either slot of the inner product unchanged, so quadratures are symmetric (`hs`). In `robertson` the left side becomes $|i\hbar(ad-bc)\langle v,v\rangle|$ by `comm_quad`, and `hvv` sets $\langle v,v\rangle=1$.

Other coefficients give neighbouring bounds: $(a,b,c,d)=(1,0,0,1)$ yields $\Delta x\,\Delta p\ge|\hbar|/2$, and pairing $x$ with the oscillator momentum $p(t)=-m\omega\sin(\omega t)\,x+\cos(\omega t)\,p$ yields $\Delta x\,\Delta p(t)\ge|\hbar||\cos\omega t|/2$. These substitutions, like the matrix example above, are worked on paper and not stated as Lean theorems.

```lean
/-- Free particle at two times: `[x(s), x(t)] = iħ (t - s)/m`, and
`|ħ| |t - s| ≤ 2m Δx(s) Δx(t)` in every unit vector. -/
theorem free_two_time {x p : Module.End ℂ E} {ħ m : ℝ} (hx : LinearMap.IsSymmetric x)
    (hp : LinearMap.IsSymmetric p) (h : comm x p = (I * ħ) • 1) (hm : 0 < m) (s t : ℝ) :
    comm (xFree x p m s) (xFree x p m t) = (I * ħ * (((t - s) / m : ℝ) : ℂ)) • 1 ∧
    ∀ v : E, ‖v‖ = 1 →
      |ħ| * |t - s| ≤ 2 * m * (spread (xFree x p m s) v * spread (xFree x p m t) v) := by
  have e : 1 * (t / m) - s / m * 1 = (t - s) / m := by ring
  unfold xFree
  refine ⟨by rw [comm_quad h, e], fun v hv => ?_⟩
  have r := spread_quad hx hp h hv 1 (s / m) 1 (t / m)
  rw [e, abs_div, abs_of_pos hm, ← mul_div_assoc, div_le_iff₀ hm] at r
  linarith
```

For times $s,t$ take $(a,b,c,d)=(1,s/m,1,t/m)$, so $ad-bc=(t-s)/m$, the step `e`. Hence
$$[x(s),x(t)]=\frac{i\hbar\,(t-s)}{m},\qquad |\hbar|\,|t-s|\le2m\,\Delta x(s)\,\Delta x(t)$$
for every unit vector, both spreads taken in the same $v$. As in `spread_quad`, the bound needs symmetric $x$ and $p$; the same holds for the bounds in the two theorems that follow. The bound is multiplied through by $m$, and `abs_of_pos hm` and `div_le_iff₀ hm` use $m>0$ to do so.

```lean
/-- Oscillator at two times: `[x(s), x(t)] = iħ sin(ω(t - s))/(mω)`, and
`|ħ| |sin(ω(t - s))| ≤ 2mω Δx(s) Δx(t)` in every unit vector. -/
theorem osc_two_time {x p : Module.End ℂ E} {ħ m w : ℝ} (hx : LinearMap.IsSymmetric x)
    (hp : LinearMap.IsSymmetric p) (h : comm x p = (I * ħ) • 1) (hm : 0 < m) (hw : 0 < w)
    (s t : ℝ) :
    comm (xOsc x p m w s) (xOsc x p m w t)
      = (I * ħ * ((Real.sin (w * (t - s)) / (m * w) : ℝ) : ℂ)) • 1 ∧
    ∀ v : E, ‖v‖ = 1 → |ħ| * |Real.sin (w * (t - s))|
      ≤ 2 * (m * w) * (spread (xOsc x p m w s) v * spread (xOsc x p m w t) v) := by
  have e : Real.cos (w * s) * (Real.sin (w * t) / (m * w))
      - Real.sin (w * s) / (m * w) * Real.cos (w * t) = Real.sin (w * (t - s)) / (m * w) := by
    rw [mul_sub, Real.sin_sub]
    ring
  have hmw : 0 < m * w := mul_pos hm hw
  unfold xOsc
  refine ⟨by rw [comm_quad h, e], fun v hv => ?_⟩
  have r := spread_quad hx hp h hv (Real.cos (w * s)) (Real.sin (w * s) / (m * w))
    (Real.cos (w * t)) (Real.sin (w * t) / (m * w))
  rw [e, abs_div, abs_of_pos hmw, ← mul_div_assoc, div_le_iff₀ hmw] at r
  linarith
```

For the oscillator,
$$ad-bc=\frac{\cos\omega s\,\sin\omega t-\sin\omega s\,\cos\omega t}{m\omega}=\frac{\sin\omega(t-s)}{m\omega}$$
by `Real.sin_sub`. The commutator is $i\hbar\sin\omega(t-s)/(m\omega)$ and, for $m,\omega>0$, $|\hbar||\sin\omega(t-s)|\le2m\omega\,\Delta x(s)\,\Delta x(t)$. When $\omega(t-s)$ is a multiple of $\pi$ the left side is zero and the bound says nothing.

```lean
/-- Initial against later position in a unit vector: `[x, x(t)] = iħ t/m` with
`|ħ||t| ≤ 2m Δx Δx(t)` for the free particle, and `[x, x(t)] = iħ sin(ωt)/(mω)` with
`|ħ||sin ωt| ≤ 2mω Δx Δx(t)` for the oscillator. -/
theorem initial_and_later_position {x p : Module.End ℂ E} {ħ m w : ℝ}
    (hx : LinearMap.IsSymmetric x) (hp : LinearMap.IsSymmetric p)
    (h : comm x p = (I * ħ) • 1) (hm : 0 < m) (hw : 0 < w) (t : ℝ) {v : E} (hv : ‖v‖ = 1) :
    comm x (xFree x p m t) = (I * ħ * ((t / m : ℝ) : ℂ)) • 1 ∧
    |ħ| * |t| ≤ 2 * m * (spread x v * spread (xFree x p m t) v) ∧
    comm x (xOsc x p m w t) = (I * ħ * ((Real.sin (w * t) / (m * w) : ℝ) : ℂ)) • 1 ∧
    |ħ| * |Real.sin (w * t)| ≤ 2 * (m * w) * (spread x v * spread (xOsc x p m w t) v) := by
  have f := free_two_time hx hp h hm 0 t
  have g := osc_two_time hx hp h hm hw 0 t
  have f0 : xFree x p m 0 = x := by simp [xFree, quad]
  have g0 : xOsc x p m w 0 = x := by simp [xOsc, quad]
  rw [f0, sub_zero] at f
  rw [g0, sub_zero] at g
  exact ⟨f.1, f.2 v hv, g.1, g.2 v hv⟩
```

Setting $s=0$ and using $x(0)=x$ (`f0`, `g0`) gives $[x,x(t)]=i\hbar t/m$ and $[x,x(t)]=i\hbar\sin(\omega t)/(m\omega)$. After division the bounds read
$$\Delta x\,\Delta x(t)\ge\frac{|\hbar||t|}{2m},\qquad \Delta x\,\Delta x(t)\ge\frac{|\hbar||\sin\omega t|}{2m\omega}.$$
For one degree of freedom with one of these two quadratic Hamiltonians, this limits how sharply a single pure state can fix the position at two times. The spreads refer to undisturbed evolution, and no measurement process is modelled.

## A realisation of the commutation relation

```lean
/-- On complex polynomials, multiplication by `X` and `-iħ d/dX` satisfy `[x, p] = iħ`. -/
theorem ccr_witness (ħ : ℝ) :
    comm (LinearMap.mulLeft ℂ (X : ℂ[X]))
      ((-(I * ħ)) • (derivative : Module.End ℂ ℂ[X])) = (I * ħ) • 1 := by
  -- algebraic relation only: no inner product is placed on the polynomials here
  apply LinearMap.ext
  intro f
  simp only [comm, LinearMap.sub_apply, Module.End.mul_apply, LinearMap.smul_apply,
    LinearMap.mulLeft_apply, derivative_mul, derivative_X, Module.End.one_apply, one_mul,
    mul_smul_comm]
  module

end

end UnequalTimePosition
```

On complex polynomials $f$ in the variable $X$, let $x$ multiply by $X$ and let $p=-i\hbar\,d/dX$. Then
$$[x,p]f=-i\hbar\,Xf'+i\hbar\,(Xf)'=-i\hbar\,Xf'+i\hbar\,(f+Xf')=i\hbar f ,$$
with `derivative_mul` as the product rule. This realises `h` on a space of type `V`. No inner product is placed on the polynomials, so the symmetry hypotheses `hx` and `hp` are not exhibited by this example.

```lean
#print axioms UnequalTimePosition.heisenberg_free
#print axioms UnequalTimePosition.heisenberg_osc
#print axioms UnequalTimePosition.initial_and_later_position
```

```
'UnequalTimePosition.heisenberg_free' depends on axioms: [propext, Classical.choice, Quot.sound]
'UnequalTimePosition.heisenberg_osc' depends on axioms: [propext, Classical.choice, Quot.sound]
'UnequalTimePosition.initial_and_later_position' depends on axioms: [propext, Classical.choice, Quot.sound]
```
